# s-Projecting a Gaussian core potential enlarges the coupling of s-type Gaussian ligand functions at angles of 90° or more

Anyone who assumes that restricting a positive Gaussian core potential to the s wave always weakens its matrix elements gets the sign of the change wrong for two s-type Gaussian ligand functions at a right or obtuse ligand-core-ligand angle. The angle at which the sign changes has a closed form.

In Lean 4 with Mathlib:

```lean
import Mathlib

open Real MeasureTheory Set

namespace SemilocalBondAngle

noncomputable section

local notation "E3" => EuclideanSpace ℝ (Fin 3)

/-- The threshold cosine `t(x) = ln(sinh(x)/x)/x`, for `x > 0`. -/
def criticalCosine (x : ℝ) : ℝ := Real.log (Real.sinh x / x) / x

/-- Coupling of two ligand Gaussians, centred at `A` and `B`, through the local potential
`exp(-ζ r²)` of a core at the origin. -/
def localCoupling (α β ζ : ℝ) (A B : E3) : ℝ :=
  ∫ r : E3, Real.exp (-α * ‖r - A‖ ^ 2) * Real.exp (-ζ * ‖r‖ ^ 2) * Real.exp (-β * ‖r - B‖ ^ 2)

/-- Mean of the Gaussian `exp(-α|r - A|²)` over the sphere of radius `r` about the core;
`u` is the cosine of the polar angle measured from `A`. -/
def sphereMean (α : ℝ) (A : E3) (r : ℝ) : ℝ :=
  1 / 2 * ∫ u in (-1 : ℝ)..1, Real.exp (-α * (r ^ 2 + ‖A‖ ^ 2 - 2 * r * ‖A‖ * u))

/-- Coupling of the same Gaussians when the core potential acts only on the s wave. -/
def sProjectedCoupling (α β ζ : ℝ) (A B : E3) : ℝ :=
  4 * π * ∫ r in Ioi (0 : ℝ),
    r ^ 2 * Real.exp (-ζ * r ^ 2) * sphereMean α A r * sphereMean β B r

/-- The dimensionless parameter `x = 2αβ|A||B|/(α+β+ζ)`, for `α+β+ζ ≠ 0`. -/
def ligandParameter (α β ζ : ℝ) (A B : E3) : ℝ := 2 * α * β * ‖A‖ * ‖B‖ / (α + β + ζ)

/-- An angle-independent Gaussian prefactor, for `α+β+ζ > 0`. -/
def prefactor (α β ζ : ℝ) (A B : E3) : ℝ :=
  Real.exp (-α * ‖A‖ ^ 2 - β * ‖B‖ ^ 2) * (π / (α + β + ζ) * √(π / (α + β + ζ))) *
    Real.exp ((α ^ 2 * ‖A‖ ^ 2 + β ^ 2 * ‖B‖ ^ 2) / (α + β + ζ))

/-- For `x > 0` the threshold cosine lies strictly between 0 and 1. -/
theorem criticalCosine_bounds {x : ℝ} (hx : 0 < x) :
    0 < criticalCosine x ∧ criticalCosine x < 1 := by
  have hs : x < Real.sinh x := Real.self_lt_sinh_iff.2 hx
  refine ⟨div_pos (Real.log_pos ((one_lt_div hx).2 hs)) hx, (div_lt_one hx).2 ?_⟩
  rw [Real.log_lt_iff_lt_exp (div_pos (hx.trans hs) hx), div_lt_iff₀ hx, Real.sinh_eq]
  have h := Real.add_one_lt_exp (x := -2 * x) (by linarith)
  have he : Real.exp (-x) = Real.exp x * Real.exp (-2 * x) := by
    rw [← Real.exp_add]; congr 1; ring
  rw [he]
  nlinarith [mul_lt_mul_of_pos_left h (Real.exp_pos x)]

/-- The threshold cosine is strictly increasing on `x > 0`. -/
theorem criticalCosine_strictMonoOn : StrictMonoOn criticalCosine (Ioi 0) := by
  have hL : ∀ x : ℝ, 0 < x → HasDerivAt (fun y => Real.log (Real.sinh y / y))
      (Real.cosh x / Real.sinh x - 1 / x) x := by
    intro x hx
    have hs : 0 < Real.sinh x := Real.sinh_pos_iff.2 hx
    have h := ((Real.hasDerivAt_sinh x).fun_div (hasDerivAt_id' x) hx.ne').log
      (div_pos hs hx).ne'
    refine h.congr_deriv ?_
    field_simp
  -- g - 1 is the numerator of the derivative of t
  let g : ℝ → ℝ := fun y => y * (Real.cosh y / Real.sinh y) - Real.log (Real.sinh y / y)
  have hg : ∀ x : ℝ, 0 < x → HasDerivAt g (1 / x - x / Real.sinh x ^ 2) x := by
    intro x hx
    have hs : 0 < Real.sinh x := Real.sinh_pos_iff.2 hx
    have h := ((hasDerivAt_id' x).fun_mul ((Real.hasDerivAt_cosh x).fun_div
      (Real.hasDerivAt_sinh x) hs.ne')).fun_sub (hL x hx)
    refine h.congr_deriv ?_
    have hc : Real.sinh x * Real.sinh x - Real.cosh x * Real.cosh x = -1 := by
      nlinarith [Real.cosh_sq x]
    rw [hc]; ring
  have gmono : StrictMonoOn g (Ioi 0) := by
    refine strictMonoOn_of_deriv_pos (convex_Ioi 0)
      (fun x hx => (hg x hx).continuousAt.continuousWithinAt) (fun x hx => ?_)
    rw [interior_Ioi] at hx
    have hx' : 0 < x := hx
    have hs : x < Real.sinh x := Real.self_lt_sinh_iff.2 hx'
    rw [(hg x hx').deriv, sub_pos, div_lt_div_iff₀ (pow_pos (hx'.trans hs) 2) hx']
    nlinarith
  have glow : ∀ e : ℝ, 0 < e → 1 - 2 * e < g e := by
    intro e he
    change 1 - 2 * e < e * (Real.cosh e / Real.sinh e) - Real.log (Real.sinh e / e)
    have hs : 0 < Real.sinh e := Real.sinh_pos_iff.2 he
    have hl : Real.log (Real.sinh e / e) < e := (div_lt_one he).1 (criticalCosine_bounds he).2
    have h1 := (div_lt_iff₀ he).1 ((Real.log_lt_iff_lt_exp (div_pos hs he)).1 hl)
    have h2 : Real.exp e * Real.exp (-e) = 1 := by rw [← Real.exp_add]; simp
    have h3 := mul_lt_mul_of_pos_right h1 (Real.exp_pos (-e))
    have h4 : Real.exp e * e * Real.exp (-e) = e := by linear_combination e * h2
    have h5 := mul_le_mul_of_nonneg_left (Real.add_one_le_exp (-e)) hs.le
    have h6 := mul_le_mul_of_nonneg_left (Real.one_le_cosh e) he.le
    have h7 : 1 - e < e * (Real.cosh e / Real.sinh e) := by
      rw [← mul_div_assoc, lt_div_iff₀ hs]
      linarith
    linarith
  have gpos : ∀ x : ℝ, 0 < x → 1 < g x := by
    intro x hx
    by_contra hn
    have hh : g (x / 2) < g x := gmono (half_pos hx) hx (half_lt_self hx)
    have hd : 0 < 1 - g (x / 2) := by linarith [not_lt.1 hn]
    have he : 0 < min (x / 4) ((1 - g (x / 2)) / 2) := lt_min (by linarith) (by linarith)
    have h1 := min_le_left (x / 4) ((1 - g (x / 2)) / 2)
    have h2 := min_le_right (x / 4) ((1 - g (x / 2)) / 2)
    have h3 := gmono he (half_pos hx) (by linarith)
    linarith [glow _ he]
  have ht : ∀ x : ℝ, 0 < x → HasDerivAt criticalCosine
      (((Real.cosh x / Real.sinh x - 1 / x) * x - Real.log (Real.sinh x / x) * 1) / x ^ 2) x :=
    fun x hx => (hL x hx).fun_div (hasDerivAt_id' x) hx.ne'
  refine strictMonoOn_of_deriv_pos (convex_Ioi 0)
    (fun x hx => (ht x hx).continuousAt.continuousWithinAt) (fun x hx => ?_)
  rw [interior_Ioi] at hx
  have hx' : 0 < x := hx
  rw [(ht x hx').deriv]
  refine div_pos ?_ (pow_pos hx' 2)
  have h1 : 1 < x * (Real.cosh x / Real.sinh x) - Real.log (Real.sinh x / x) := gpos x hx'
  have h2 : 1 / x * x = 1 := one_div_mul_cancel hx'.ne'
  linarith [sub_mul (Real.cosh x / Real.sinh x) (1 / x) x,
    mul_comm x (Real.cosh x / Real.sinh x)]

/-- For `x > 0`, `sinh(x)/x` exceeds `exp(x c)` exactly when `c` is below the threshold. -/
theorem exp_lt_sinh_div_iff {x : ℝ} (hx : 0 < x) (c : ℝ) :
    Real.exp (x * c) < Real.sinh x / x ↔ c < criticalCosine x := by
  rw [← Real.lt_log_iff_exp_lt (div_pos (Real.sinh_pos_iff.2 hx) hx), criticalCosine,
    lt_div_iff₀ hx, mul_comm c x]

/-- A Gaussian of exponent `p > 0` times a real exponential is integrable on the line, with
the integral obtained by completing the square. -/
theorem gaussian_line {p : ℝ} (hp : 0 < p) (k : ℝ) :
    Integrable (fun r : ℝ => Real.exp (-p * r ^ 2 + k * r)) ∧
      ∫ r : ℝ, Real.exp (-p * r ^ 2 + k * r) = √(π / p) * Real.exp (k ^ 2 / (4 * p)) := by
  have hp0 := hp.ne'
  have e : (fun r : ℝ => Real.exp (-p * r ^ 2 + k * r)) =
      fun r => Real.exp (k ^ 2 / (4 * p)) * Real.exp (-p * (r - k / (2 * p)) ^ 2) := by
    funext r
    rw [← Real.exp_add]; congr 1; field_simp; ring
  rw [e]
  constructor
  · exact ((integrable_exp_neg_mul_sq hp).comp_sub_right (k / (2 * p))).const_mul _
  · rw [integral_const_mul, integral_sub_right_eq_self
      (fun r : ℝ => Real.exp (-p * r ^ 2)) (k / (2 * p)), integral_gaussian, mul_comm]

/-- For `p > 0` and real `a`, `b`, the integral of `exp(-p r²) sinh(a r) sinh(b r)` over `r > 0` in
closed form. -/
theorem radial_integral {p : ℝ} (hp : 0 < p) (a b : ℝ) :
    ∫ r in Ioi (0 : ℝ), Real.exp (-p * r ^ 2) * (Real.sinh (a * r) * Real.sinh (b * r)) =
      √(π / p) / 2 * Real.exp ((a ^ 2 + b ^ 2) / (4 * p)) * Real.sinh (a * b / (2 * p)) := by
  have h := integral_comp_abs
    (f := fun r : ℝ => Real.exp (-p * r ^ 2) * (Real.sinh (a * r) * Real.sinh (b * r)))
  -- the integrand is even and splits into four shifted Gaussians
  have hev : ∀ r : ℝ, Real.exp (-p * |r| ^ 2) * (Real.sinh (a * |r|) * Real.sinh (b * |r|)) =
      (Real.exp (-p * r ^ 2 + (a + b) * r) + Real.exp (-p * r ^ 2 + (-a + -b) * r)
        - Real.exp (-p * r ^ 2 + (a + -b) * r) - Real.exp (-p * r ^ 2 + (-a + b) * r)) / 4 := by
    intro r
    have h0 : Real.exp (-p * |r| ^ 2) * (Real.sinh (a * |r|) * Real.sinh (b * |r|)) =
        Real.exp (-p * r ^ 2) * (Real.sinh (a * r) * Real.sinh (b * r)) := by
      rcases abs_choice r with h | h <;> simp [h, Real.sinh_neg]
    have h1 : ∀ s t : ℝ, Real.exp (-p * r ^ 2 + (s + t) * r) =
        Real.exp (-p * r ^ 2) * (Real.exp (s * r) * Real.exp (t * r)) := by
      intro s t
      rw [← Real.exp_add, ← Real.exp_add]; congr 1; ring
    rw [h0, h1, h1, h1, h1, Real.sinh_eq, Real.sinh_eq]
    simp only [neg_mul]
    ring
  have i := fun k => (gaussian_line hp k).1
  have v := fun k => (gaussian_line hp k).2
  have e : ∀ s t : ℝ, Real.exp ((s + t) ^ 2 / (4 * p)) =
      Real.exp ((s ^ 2 + t ^ 2) / (4 * p)) * Real.exp (s * t / (2 * p)) := by
    intro s t
    rw [← Real.exp_add]; congr 1; ring
  simp only [hev] at h
  have i2 : Integrable (fun r : ℝ => Real.exp (-p * r ^ 2 + (a + b) * r) +
      Real.exp (-p * r ^ 2 + (-a + -b) * r)) := (i (a + b)).add (i (-a + -b))
  have i3 : Integrable (fun r : ℝ => Real.exp (-p * r ^ 2 + (a + b) * r) +
      Real.exp (-p * r ^ 2 + (-a + -b) * r) - Real.exp (-p * r ^ 2 + (a + -b) * r)) :=
    i2.sub (i (a + -b))
  rw [integral_div, integral_sub i3 (i (-a + b)), integral_sub i2 (i (a + -b)),
    integral_add (i (a + b)) (i (-a + -b)), v, v, v, v, e, e, e, e] at h
  simp only [neg_sq, neg_mul, mul_neg, neg_neg, neg_div] at h
  rw [Real.sinh_eq]
  simp only [neg_mul]
  linear_combination -h / 2

/-- For `α > 0`, `A ≠ 0` and `r > 0`, the spherical mean of a displaced Gaussian is a
centred Gaussian factor times `sinh(kr)/(kr)` with `k = 2α|A|`. -/
theorem sphereMean_eq {α r : ℝ} {A : E3} (hα : 0 < α) (hA : A ≠ 0) (hr : 0 < r) :
    sphereMean α A r = Real.exp (-α * (r ^ 2 + ‖A‖ ^ 2)) *
      (Real.sinh (2 * α * ‖A‖ * r) / (2 * α * ‖A‖ * r)) := by
  have hk : 2 * α * ‖A‖ * r ≠ 0 :=
    (mul_pos (mul_pos (by positivity) (norm_pos_iff.2 hA)) hr).ne'
  have e : ∀ u : ℝ, Real.exp (-α * (r ^ 2 + ‖A‖ ^ 2 - 2 * r * ‖A‖ * u)) =
      Real.exp (-α * (r ^ 2 + ‖A‖ ^ 2)) * Real.exp (2 * α * ‖A‖ * r * u) := by
    intro u
    rw [← Real.exp_add]; congr 1; ring
  unfold sphereMean
  simp_rw [e]
  rw [intervalIntegral.integral_const_mul, intervalIntegral.integral_comp_mul_left Real.exp hk,
    integral_exp, smul_eq_mul, Real.sinh_eq, mul_neg, mul_one]
  ring

/-- For positive exponents, the local coupling depends on the ligand-core-ligand angle `θ`
through the factor `exp(x cos θ)`. -/
theorem localCoupling_eq {α β ζ : ℝ} (hα : 0 < α) (hβ : 0 < β) (hζ : 0 < ζ) (A B : E3) :
    localCoupling α β ζ A B = prefactor α β ζ A B *
      Real.exp (ligandParameter α β ζ A B * Real.cos (InnerProductGeometry.angle A B)) := by
  unfold localCoupling prefactor ligandParameter
  obtain ⟨p, hp⟩ : ∃ p, p = α + β + ζ := ⟨_, rfl⟩
  have hp0 : 0 < p := by rw [hp]; positivity
  have hpn := hp0.ne'
  have hz : ζ = p - α - β := by linarith
  rw [← hp]
  obtain ⟨m, hm⟩ : ∃ m : E3, m = p⁻¹ • (α • A + β • B) := ⟨_, rfl⟩
  have hmm : ‖m‖ ^ 2 = (α ^ 2 * ‖A‖ ^ 2 + 2 * α * β *
      (Real.cos (InnerProductGeometry.angle A B) * (‖A‖ * ‖B‖)) + β ^ 2 * ‖B‖ ^ 2) / p ^ 2 := by
    rw [InnerProductGeometry.cos_angle_mul_norm_mul_norm, hm]
    simp only [norm_smul, mul_pow, Real.norm_eq_abs, sq_abs, norm_add_sq_real,
      real_inner_smul_left, real_inner_smul_right]
    ring
  -- complete the square about the weighted centre m
  have e : ∀ r : E3, Real.exp (-α * ‖r - A‖ ^ 2) * Real.exp (-ζ * ‖r‖ ^ 2) *
      Real.exp (-β * ‖r - B‖ ^ 2) =
      (Real.exp (-α * ‖A‖ ^ 2 - β * ‖B‖ ^ 2) *
        Real.exp ((α ^ 2 * ‖A‖ ^ 2 + β ^ 2 * ‖B‖ ^ 2) / p) *
        Real.exp (2 * α * β * ‖A‖ * ‖B‖ / p * Real.cos (InnerProductGeometry.angle A B))) *
        Real.exp (-p * ‖r - m‖ ^ 2) := by
    intro r
    have hi : inner ℝ r m = (α * inner ℝ r A + β * inner ℝ r B) / p := by
      rw [hm, real_inner_smul_right, inner_add_right, real_inner_smul_right,
        real_inner_smul_right]
      ring
    simp only [← Real.exp_add]
    congr 1
    rw [norm_sub_sq_real, norm_sub_sq_real, norm_sub_sq_real, hi, hmm, hz]
    field_simp
    ring
  simp_rw [e]
  rw [integral_const_mul, integral_sub_right_eq_self (fun r : E3 => Real.exp (-p * ‖r‖ ^ 2)) m,
    GaussianFourier.integral_rexp_neg_mul_sq_norm hp0, finrank_euclideanSpace_fin,
    show ((3 : ℕ) : ℝ) / 2 = 1 + 1 / 2 by norm_num, Real.rpow_add (div_pos Real.pi_pos hp0),
    Real.rpow_one, ← Real.sqrt_eq_rpow]
  ring

/-- For positive exponents and ligands away from the core, the s-projected coupling has the
angle-independent factor `sinh(x)/x`. -/
theorem sProjectedCoupling_eq {α β ζ : ℝ} {A B : E3} (hα : 0 < α) (hβ : 0 < β) (hζ : 0 < ζ)
    (hA : A ≠ 0) (hB : B ≠ 0) :
    sProjectedCoupling α β ζ A B = prefactor α β ζ A B *
      (Real.sinh (ligandParameter α β ζ A B) / ligandParameter α β ζ A B) := by
  unfold sProjectedCoupling prefactor ligandParameter
  obtain ⟨p, hp⟩ : ∃ p, p = α + β + ζ := ⟨_, rfl⟩
  have hp0 : 0 < p := by rw [hp]; positivity
  rw [← hp]
  have hint : ∫ r in Ioi (0 : ℝ),
      r ^ 2 * Real.exp (-ζ * r ^ 2) * sphereMean α A r * sphereMean β B r =
      ∫ r in Ioi (0 : ℝ), Real.exp (-α * ‖A‖ ^ 2 - β * ‖B‖ ^ 2) /
        (2 * α * ‖A‖ * (2 * β * ‖B‖)) * (Real.exp (-p * r ^ 2) *
        (Real.sinh (2 * α * ‖A‖ * r) * Real.sinh (2 * β * ‖B‖ * r))) := by
    refine setIntegral_congr_fun measurableSet_Ioi (fun r hr => ?_)
    have hr' : 0 < r := hr
    have hrr : r ^ 2 * r⁻¹ ^ 2 = 1 := by rw [← mul_pow, mul_inv_cancel₀ hr'.ne', one_pow]
    have cancel : ∀ u v w s t a b : ℝ, r ^ 2 * u * (v * (s / (a * r))) * (w * (t / (b * r))) =
        u * v * w * (s * t / (a * b)) := by
      intro u v w s t a b
      linear_combination (u * v * w * s * t * a⁻¹ * b⁻¹) * hrr
    have he : Real.exp (-ζ * r ^ 2) * Real.exp (-α * (r ^ 2 + ‖A‖ ^ 2)) *
        Real.exp (-β * (r ^ 2 + ‖B‖ ^ 2)) =
        Real.exp (-α * ‖A‖ ^ 2 - β * ‖B‖ ^ 2) * Real.exp (-p * r ^ 2) := by
      simp only [← Real.exp_add]
      congr 1
      rw [hp]; ring
    rw [sphereMean_eq hα hA hr', sphereMean_eq hβ hB hr', cancel, he]
    ring
  have hx : 2 * α * ‖A‖ * (2 * β * ‖B‖) / (2 * p) = 2 * α * β * ‖A‖ * ‖B‖ / p := by ring
  have hq : ((2 * α * ‖A‖) ^ 2 + (2 * β * ‖B‖) ^ 2) / (4 * p) =
      (α ^ 2 * ‖A‖ ^ 2 + β ^ 2 * ‖B‖ ^ 2) / p := by ring
  rw [hint, integral_const_mul, radial_integral hp0, hx, hq]
  generalize Real.sinh (2 * α * β * ‖A‖ * ‖B‖ / p) = s
  generalize Real.exp ((α ^ 2 * ‖A‖ ^ 2 + β ^ 2 * ‖B‖ ^ 2) / p) = q
  generalize Real.exp (-α * ‖A‖ ^ 2 - β * ‖B‖ ^ 2) = k
  generalize √(π / p) = w
  have ha := norm_ne_zero_iff.2 hA
  have hb := norm_ne_zero_iff.2 hB
  field_simp
  ring

/-- For positive exponents and ligands away from the core, s-projection enlarges the coupling
exactly when the cosine of the ligand-core-ligand angle is below `t(x)`. -/
theorem local_lt_sProjected_iff {α β ζ : ℝ} {A B : E3} (hα : 0 < α) (hβ : 0 < β) (hζ : 0 < ζ)
    (hA : A ≠ 0) (hB : B ≠ 0) :
    localCoupling α β ζ A B < sProjectedCoupling α β ζ A B ↔
      Real.cos (InnerProductGeometry.angle A B) <
        criticalCosine (ligandParameter α β ζ A B) := by
  have hx : 0 < ligandParameter α β ζ A B :=
    div_pos (mul_pos (mul_pos (by positivity) (norm_pos_iff.2 hA)) (norm_pos_iff.2 hB))
      (by positivity)
  have hP : 0 < prefactor α β ζ A B := by unfold prefactor; positivity
  rw [localCoupling_eq hα hβ hζ, sProjectedCoupling_eq hα hβ hζ hA hB,
    ← exp_lt_sinh_div_iff hx]
  exact ⟨fun h => lt_of_mul_lt_mul_left h hP.le, fun h => mul_lt_mul_of_pos_left h hP⟩

/-- For positive exponents and ligands away from the core, s-projection enlarges the coupling
at every ligand-core-ligand angle of at least 90 degrees. -/
theorem local_lt_sProjected_of_right_or_obtuse {α β ζ : ℝ} {A B : E3} (hα : 0 < α)
    (hβ : 0 < β) (hζ : 0 < ζ) (hA : A ≠ 0) (hB : B ≠ 0)
    (hθ : π / 2 ≤ InnerProductGeometry.angle A B) :
    localCoupling α β ζ A B < sProjectedCoupling α β ζ A B := by
  have hx : 0 < ligandParameter α β ζ A B :=
    div_pos (mul_pos (mul_pos (by positivity) (norm_pos_iff.2 hA)) (norm_pos_iff.2 hB))
      (by positivity)
  have hc : Real.cos (InnerProductGeometry.angle A B) ≤ 0 :=
    Real.cos_nonpos_of_pi_div_two_le_of_le hθ
      (by linarith [InnerProductGeometry.angle_le_pi A B, Real.pi_pos])
  exact (local_lt_sProjected_iff hα hβ hζ hA hB).2 (hc.trans_lt (criticalCosine_bounds hx).1)

end

end SemilocalBondAngle
```

```lean
#print axioms SemilocalBondAngle.criticalCosine_strictMonoOn
#print axioms SemilocalBondAngle.sProjectedCoupling_eq
#print axioms SemilocalBondAngle.local_lt_sProjected_of_right_or_obtuse
```

```
'SemilocalBondAngle.criticalCosine_strictMonoOn' depends on axioms: [propext, Classical.choice, Quot.sound]
'SemilocalBondAngle.sProjectedCoupling_eq' depends on axioms: [propext, Classical.choice, Quot.sound]
'SemilocalBondAngle.local_lt_sProjected_of_right_or_obtuse' depends on axioms: [propext, Classical.choice, Quot.sound]
```

## Two couplings through the same core

The core sits at the origin with potential $e^{-\zeta r^2}$. Ligand functions $e^{-\alpha|r-A|^2}$ and $e^{-\beta|r-B|^2}$ sit at $A$ and $B$, and `InnerProductGeometry.angle A B` is the ligand-core-ligand angle $\theta$. Put $p=\alpha+\beta+\zeta$ and
$$x=\frac{2\alpha\beta|A||B|}{p},\qquad t(x)=\frac{\ln(\sinh x/x)}{x}.$$
These are `ligandParameter` and `criticalCosine`.

For positive exponents and $A,B\neq0$, `local_lt_sProjected_iff` says that the s-projected coupling exceeds the local one exactly when $\cos\theta<t(x)$. Since $0<t(x)<1$, this includes every angle of at least 90° and some acute ones. Since $t$ is strictly increasing, the range of such angles widens with $x$. If a ligand function is centred on the core, it is already a pure s wave and the two couplings are equal.

`sProjectedCoupling` is defined as a radial integral over two spherical means. This is the matrix element of $e^{-\zeta r^2}$ times the projector onto $Y_{00}$, an identification made in the definition. The Gaussians are unnormalised; normalising them multiplies both couplings by $(4\alpha\beta/\pi^2)^{3/4}$ and leaves the criterion unchanged. In electronic structure terms, this compares one local and one s-channel Gaussian term of an effective core potential between s-type primitives, not a complete pseudopotential.

## Both integrals in closed form

For the local coupling, complete the square about $m=(\alpha A+\beta B)/p$. The exponent becomes
$$-p|r-m|^2-\alpha|A|^2-\beta|B|^2+\frac{\alpha^2|A|^2+\beta^2|B|^2}{p}+x\cos\theta .$$
Integration over space gives $(\pi/p)^{3/2}$, so the coupling is $P\,e^{x\cos\theta}$, where $P>0$ (`prefactor`) collects everything independent of angle. This is `localCoupling_eq`.

For the projected coupling, let $a=2\alpha|A|$ and $b=2\beta|B|$. Integrating over the polar cosine $u$ (`sphereMean_eq`) gives
$$\frac12\int_{-1}^{1}e^{-\alpha(r^2+|A|^2)+aru}\,du=e^{-\alpha(r^2+|A|^2)}\,\frac{\sinh ar}{ar},$$
and likewise for $B$. The weight $r^2$ cancels the denominators, leaving
$$\int_0^\infty e^{-pr^2}\sinh(ar)\sinh(br)\,dr=\frac12\sqrt{\frac{\pi}{p}}\;e^{(a^2+b^2)/4p}\sinh\frac{ab}{2p}.$$
`radial_integral` obtains this by extending the even integrand to the whole line and splitting it into four exponentials, each evaluated by `gaussian_line`. Since $ab/2p=x$, the factor $4\pi/(ab)$ equals $2\pi/(px)$, and `sProjectedCoupling_eq` gives $P\sinh(x)/x$.

Cancelling $P$ leaves $e^{x\cos\theta}<\sinh(x)/x$. Taking logarithms and dividing by $x>0$ gives the criterion (`exp_lt_sinh_div_iff`).

## Bounds and growth of the threshold

From $\sinh x>x$ follows $t(x)>0$. From $e^{-2x}>1-2x$ follows $\sinh x=e^x(1-e^{-2x})/2<xe^x$, so $t(x)<1$. This is `criticalCosine_bounds`.

For monotonicity, set $g(x)=x\coth x-\ln(\sinh x/x)$. Then
$$t'(x)=\frac{g(x)-1}{x^2},\qquad g'(x)=\frac1x-\frac{x}{\sinh^2x}>0,$$
so it remains to show $g>1$. For $y>0$ (written `e` in the code), the bound $\sinh y<y\exp(y)$ gives $\ln(\sinh y/y)<y$ and also
$$y\cosh y\ge y>\exp(-y)\sinh y\ge(1-y)\sinh y .$$
Hence $y\coth y>1-y$ and $g(y)>1-2y$, which is `glow`.

If $g(x)\le1$ for some $x$, then $g(x/2)<1$. Choose $y<x/2$ with $0<2y\le1-g(x/2)$. Then $g(y)>1-2y\ge g(x/2)$, although $g$ is increasing. This contradiction is `gpos`; it makes $t'$ positive.
